# Semiclassical wave-packet equations with Berry curvature: velocity and force are uniquely determined exactly when 1 + B·Ω ≠ 0

## Variables, units and signs

A wave packet of charge −1, in units e = ħ = 1, has position x and crystal momentum k. Let v be its band velocity, E and B the electric and magnetic fields, and Ω the Berry curvature of the band, all vectors in ℝ³. The sign convention is Ω = ∇ₖ × A with A = i⟨u|∇ₖu⟩, where u is the cell-periodic part of the Bloch function. The rates of change x' and k' satisfy

x' = v − k' × Ω
k' = −E − x' × B.

Write D = 1 + B·Ω. If D ≠ 0, these equations have exactly one solution (x', k'), given by

D x' = v + E × Ω + (v·Ω) B
D k' = −E − v × B − (E·B) Ω.

In semiclassical transport these formulas give the velocity and force between collisions for a packet in a single band of a uniform crystal. The band velocity v is the k-gradient of the band energy, which in a magnetic field includes the energy of the packet's orbital moment. If the magnetic field is nonuniform, this orbital energy can also add a force, which is left out here.

## Decoupling the equations

Dotting the first equation with Ω and the second with B removes the cross products:

x'·Ω = v·Ω, k'·B = −E·B.

Now insert each equation into the other and use (a × b) × c = (a·c) b − (b·c) a:

x' = v + E × Ω + (x' × B) × Ω = v + E × Ω + (v·Ω) B − (B·Ω) x'
k' = −E − v × B + (k' × Ω) × B = −E − v × B − (E·B) Ω − (B·Ω) k'.

Collecting terms gives the decoupled formulas, for any D. Conversely, suppose that they hold and D ≠ 0. Then

D (v − k' × Ω) = D v + E × Ω + (v × B) × Ω = v + E × Ω + (v·Ω) B = D x'
D (−E − x' × B) = −D E − v × B − (E × Ω) × B = −E − v × B − (E·B) Ω = D k'.

Cancelling D recovers the original equations.

If D = 0, the first decoupled formula forces v + E × Ω + (v·Ω) B = 0. Under this condition, take any x' with x'·Ω = v·Ω and set k' = −E − x' × B. Since B·Ω = −1,

v − k' × Ω = v + E × Ω + (v·Ω) B + x' = x',

so this is a solution. Adding w × Ω to x' preserves its projection on Ω. As Ω ≠ 0, some w makes this shift nonzero, and uniqueness fails.

For example, take B = (0, 0, −1), Ω = (0, 0, 1) and E = 0. With v = 0, both (0, 0) and x' = (1, 0, 0), k' = (0, −1, 0) are solutions; with v = (1, 0, 0) there is none. This example is purely algebraic: the semiclassical equations are derived for weak fields, where |B·Ω| is small, so D = 0 lies outside their range of validity.

## The coupled equations in Lean

```lean
import Mathlib

open Matrix

namespace SemiclassicalBlochDynamics

noncomputable section
```

Vectors are real functions on three indices.

```lean
/-- Vectors in three-dimensional position or momentum space. -/
abbrev Vec3 := Fin 3 → ℝ
```

`Motion` contains only the two coupled equations. Here `⨯₃` is the cross product, `⬝ᵥ` the dot product and `•` scalar multiplication. The symbols `x'` and `k'` are plain vectors at one instant, and `Ω` is a given vector, not computed from Bloch states.

```lean
/-- The coupled equations of motion of a wave packet of charge `-1` (units `e = ħ = 1`), with band
velocity `v`, fields `E` and `B`, Berry curvature `Ω`, and rates of change `x'` and `k'`. -/
structure Motion (v E B Ω x' k' : Vec3) : Prop where
  velocity : x' = v - k' ⨯₃ Ω
  force : k' = -E - x' ⨯₃ B
```

The double cross product identity is checked component by component, with `ring` finishing the algebra.

```lean
variable {v E B Ω x' k' : Vec3}

/-- The double cross product `(a × b) × c` equals `(a·c) b - (b·c) a`. -/
theorem cross_cross_expand (a b c : Vec3) :
    (a ⨯₃ b) ⨯₃ c = (a ⬝ᵥ c) • b - (b ⬝ᵥ c) • a := by
  ext i
  fin_cases i <;> simp [cross_apply, dotProduct, Fin.sum_univ_three] <;> ring
```

The projections follow because a cross product is orthogonal to each factor.

```lean
/-- The velocity along the Berry curvature is that of the band, and the force along the magnetic
field is purely electric. -/
theorem Motion.projections (h : Motion v E B Ω x' k') :
    x' ⬝ᵥ Ω = v ⬝ᵥ Ω ∧ k' ⬝ᵥ B = -(E ⬝ᵥ B) := by
  constructor
  · rw [h.velocity, sub_dotProduct, dotProduct_comm (k' ⨯₃ Ω), dot_cross_self, sub_zero]
  · rw [h.force, sub_dotProduct, neg_dotProduct, dotProduct_comm (x' ⨯₃ B), dot_cross_self,
      sub_zero]
```

## From coupled to decoupled form

In each half of the next proof, `e` is the equation after substitution. The identity and a projection rewrite it, and `linear_combination` collects the multiples of the unknown.

```lean
/-- Every solution of the coupled equations obeys the decoupled equations, in which both rates
are multiplied by `1 + B·Ω`. -/
theorem Motion.decoupled (h : Motion v E B Ω x' k') :
    (1 + B ⬝ᵥ Ω) • x' = v + E ⨯₃ Ω + (v ⬝ᵥ Ω) • B ∧
    (1 + B ⬝ᵥ Ω) • k' = -E - v ⨯₃ B - (E ⬝ᵥ B) • Ω := by
  constructor
  · -- insert the force into the velocity equation
    have e : x' = v + E ⨯₃ Ω + (x' ⨯₃ B) ⨯₃ Ω := by
      calc x' = v - k' ⨯₃ Ω := h.velocity
        _ = v - (-E - x' ⨯₃ B) ⨯₃ Ω := by rw [← h.force]
        _ = v + E ⨯₃ Ω + (x' ⨯₃ B) ⨯₃ Ω := by
          simp only [map_sub, map_neg, LinearMap.sub_apply, LinearMap.neg_apply]
          abel
    rw [cross_cross_expand x' B Ω, h.projections.1] at e
    linear_combination (norm := module) e
  · -- insert the velocity into the force equation
    have e : k' = -E - v ⨯₃ B + (k' ⨯₃ Ω) ⨯₃ B := by
      calc k' = -E - x' ⨯₃ B := h.force
        _ = -E - (v - k' ⨯₃ Ω) ⨯₃ B := by rw [← h.velocity]
        _ = -E - v ⨯₃ B + (k' ⨯₃ Ω) ⨯₃ B := by
          simp only [map_sub, LinearMap.sub_apply]
          abel
    rw [cross_cross_expand k' Ω B, h.projections.2, dotProduct_comm Ω B] at e
    linear_combination (norm := module) e
```

The hypothesis `hD` is used only for the converse, where `cancel` removes the common factor. The two remaining goals are the converse calculations above.

```lean
/-- If `1 + B·Ω` is nonzero, the coupled equations of motion are equivalent to the decoupled
equations for the velocity and the force. -/
theorem motion_iff_decoupled (hD : 1 + B ⬝ᵥ Ω ≠ 0) :
    Motion v E B Ω x' k' ↔
      (1 + B ⬝ᵥ Ω) • x' = v + E ⨯₃ Ω + (v ⬝ᵥ Ω) • B ∧
      (1 + B ⬝ᵥ Ω) • k' = -E - v ⨯₃ B - (E ⬝ᵥ B) • Ω := by
  refine ⟨Motion.decoupled, fun ⟨hx, hk⟩ => ?_⟩
  -- a nonzero factor can be cancelled
  have cancel : ∀ a b : Vec3, (1 + B ⬝ᵥ Ω) • a = (1 + B ⬝ᵥ Ω) • b → a = b := by
    intro a b h
    calc a = (1 + B ⬝ᵥ Ω)⁻¹ • (1 + B ⬝ᵥ Ω) • a := (inv_smul_smul₀ hD a).symm
      _ = (1 + B ⬝ᵥ Ω)⁻¹ • (1 + B ⬝ᵥ Ω) • b := by rw [h]
      _ = b := inv_smul_smul₀ hD b
  constructor
  · apply cancel
    have e : (1 + B ⬝ᵥ Ω) • (v - k' ⨯₃ Ω)
        = (1 + B ⬝ᵥ Ω) • v - ((1 + B ⬝ᵥ Ω) • k') ⨯₃ Ω := by
      simp only [smul_sub, map_smul, LinearMap.smul_apply]
    rw [e, hx, hk]
    simp only [map_sub, map_neg, map_smul, LinearMap.sub_apply, LinearMap.neg_apply,
      LinearMap.smul_apply, cross_self, cross_cross_expand, smul_zero]
    module
  · apply cancel
    have e : (1 + B ⬝ᵥ Ω) • (-E - x' ⨯₃ B)
        = -((1 + B ⬝ᵥ Ω) • E) - ((1 + B ⬝ᵥ Ω) • x') ⨯₃ B := by
      simp only [smul_sub, smul_neg, map_smul, LinearMap.smul_apply]
    rw [e, hx, hk]
    simp only [map_add, map_smul, LinearMap.add_apply, LinearMap.smul_apply, cross_self,
      cross_cross_expand, smul_zero, dotProduct_comm Ω B]
    module
```

## Degeneracy and uniqueness

At D = 0 the solution set is described by a compatibility condition, one projection and the force equation.

```lean
/-- If `1 + B·Ω = 0`, solutions exist only when `v + E × Ω + (v·Ω) B` vanishes, and then the
velocity is fixed only along the Berry curvature. -/
theorem motion_iff_of_degenerate (hD : 1 + B ⬝ᵥ Ω = 0) :
    Motion v E B Ω x' k' ↔
      v + E ⨯₃ Ω + (v ⬝ᵥ Ω) • B = 0 ∧ x' ⬝ᵥ Ω = v ⬝ᵥ Ω ∧ k' = -E - x' ⨯₃ B := by
  constructor
  · intro h
    have e := h.decoupled.1
    rw [hD, zero_smul] at e
    exact ⟨e.symm, h.projections.1, h.force⟩
  · rintro ⟨h0, hx, hk⟩
    subst hk
    refine ⟨?_, rfl⟩
    have hB : B ⬝ᵥ Ω = -1 := by linarith
    have c := cross_cross_expand x' B Ω
    rw [hx, hB] at c
    simp only [map_sub, map_neg, LinearMap.sub_apply, LinearMap.neg_apply, c]
    linear_combination (norm := module) -h0
```

The uniqueness theorem quantifies over pairs: `p.1` is the velocity and `p.2` the force. In the forward direction, `key` says that uniqueness would make every shift `w ⨯₃ Ω` vanish. Two basis vectors then give Ω = 0, contradicting D = 0. In the reverse direction, division by D supplies the solution, and `Motion.decoupled` identifies any other solution with it.

```lean
/-- The equations of motion determine the velocity and the force uniquely if and only if
`1 + B·Ω` is nonzero. -/
theorem existsUnique_motion_iff (v E B Ω : Vec3) :
    (∃! p : Vec3 × Vec3, Motion v E B Ω p.1 p.2) ↔ 1 + B ⬝ᵥ Ω ≠ 0 := by
  constructor
  · rintro ⟨⟨x, k⟩, h, uniq⟩ hD
    have h' : Motion v E B Ω x k := h
    have hs := (motion_iff_of_degenerate hD).mp h'
    -- shifting the velocity by `w × Ω` gives another solution
    have key : ∀ w : Vec3, w ⨯₃ Ω = 0 := by
      intro w
      have h2 : Motion v E B Ω (x + w ⨯₃ Ω) (-E - (x + w ⨯₃ Ω) ⨯₃ B) :=
        (motion_iff_of_degenerate hD).mpr ⟨hs.1, by
          rw [add_dotProduct, dotProduct_comm (w ⨯₃ Ω), dot_cross_self, add_zero, hs.2.1], rfl⟩
      have h3 : x + w ⨯₃ Ω = x :=
        congrArg Prod.fst (uniq (x + w ⨯₃ Ω, -E - (x + w ⨯₃ Ω) ⨯₃ B) h2)
      linear_combination (norm := module) h3
    -- hence the curvature vanishes, against `B·Ω = -1`
    have a1 : Ω 1 = 0 := by simpa [cross_apply] using congrFun (key ![1, 0, 0]) 2
    have a2 : Ω 2 = 0 := by simpa [cross_apply] using congrFun (key ![0, 1, 0]) 0
    have a0 : Ω 0 = 0 := by simpa [cross_apply] using congrFun (key ![0, 1, 0]) 2
    simp [dotProduct, Fin.sum_univ_three, a0, a1, a2] at hD
  · intro hD
    refine ⟨((1 + B ⬝ᵥ Ω)⁻¹ • (v + E ⨯₃ Ω + (v ⬝ᵥ Ω) • B),
      (1 + B ⬝ᵥ Ω)⁻¹ • (-E - v ⨯₃ B - (E ⬝ᵥ B) • Ω)), ?_, ?_⟩
    · exact (motion_iff_decoupled hD).mpr ⟨smul_inv_smul₀ hD _, smul_inv_smul₀ hD _⟩
    · rintro ⟨x, k⟩ h
      have h' : Motion v E B Ω x k := h
      have s := h'.decoupled
      rw [← s.1, ← s.2, inv_smul_smul₀ hD, inv_smul_smul₀ hD]
```

## Zero magnetic field

For B = 0 we have D = 1, and the formulas reduce to the band velocity plus the anomalous velocity E × Ω, with force −E.

```lean
/-- Without a magnetic field the wave packet moves with the band velocity plus the anomalous
velocity `E × Ω`, and the force is `-E`. -/
theorem anomalous_velocity : Motion v E 0 Ω x' k' ↔ x' = v + E ⨯₃ Ω ∧ k' = -E := by
  have hD : 1 + (0 : Vec3) ⬝ᵥ Ω ≠ 0 := by simp
  simpa using motion_iff_decoupled (v := v) (E := E) (x' := x') (k' := k') hD
```

## Energy along a trajectory

Solving the coupled equations for v and E gives

v·k' = (x' + k' × Ω)·k' = x'·k'
E·x' = (−k' − x' × B)·x' = −k'·x',

so the sum is zero, whatever the value of D.

```lean
/-- For every solution of the coupled equations of motion, `v·k'` and `E·x'` add up to zero. -/
theorem Motion.power_balance (h : Motion v E B Ω x' k') : v ⬝ᵥ k' + E ⬝ᵥ x' = 0 := by
  have hv : v = x' + k' ⨯₃ Ω := by linear_combination (norm := module) -h.velocity
  have hE : E = -k' - x' ⨯₃ B := by linear_combination (norm := module) h.force
  have a : (k' ⨯₃ Ω) ⬝ᵥ k' = 0 := by rw [dotProduct_comm, dot_self_cross]
  have b : (x' ⨯₃ B) ⬝ᵥ x' = 0 := by rw [dotProduct_comm, dot_self_cross]
  rw [hv, hE, add_dotProduct, sub_dotProduct, neg_dotProduct, a, b, dotProduct_comm k' x']
  ring
```

To apply this along a trajectory, let v = ∇ε and E = −∇φ, with ε the band energy and φ the electric potential. `covector` turns a gradient into the corresponding derivative.

```lean
/-- The linear functional `u ↦ a·u`, the differential of a function with gradient `a`. -/
def covector (a : Vec3) : Vec3 →L[ℝ] ℝ :=
  ∑ i, a i • ContinuousLinearMap.proj (R := ℝ) (φ := fun _ : Fin 3 => ℝ) i
```

The chain rule gives

d/dt [ε(k) − φ(x)] = v·k' + E·x' = 0,

and a function on ℝ with zero derivative is constant. The minus sign before φ reflects the charge −1.

The theorem assumes a differentiable trajectory for all times; it does not construct one. The fields are static and ε depends on k alone, which excludes an orbital-moment energy in a nonuniform magnetic field.

```lean
/-- Let `v` be the gradient of the band energy `ε` and `E` minus the gradient of the potential `φ`.
Then `ε(k) - φ(x)` is constant along every trajectory that obeys the equations of motion. -/
theorem energy_conserved {ε φ : Vec3 → ℝ} {v E B Ω : Vec3 → Vec3} {x k x' k' : ℝ → Vec3}
    (hε : ∀ p, HasFDerivAt ε (covector (v p)) p)
    (hφ : ∀ q, HasFDerivAt φ (covector (-E q)) q)
    (hx : ∀ t, HasDerivAt x (x' t) t) (hk : ∀ t, HasDerivAt k (k' t) t)
    (eom : ∀ t, Motion (v (k t)) (E (x t)) (B (x t)) (Ω (k t)) (x' t) (k' t)) (t : ℝ) :
    ε (k t) - φ (x t) = ε (k 0) - φ (x 0) := by
  have happ : ∀ a u : Vec3, covector a u = a ⬝ᵥ u := by
    intro a u
    simp [covector, dotProduct, Fin.sum_univ_three]
  -- by the chain rule the energy changes at the rate given by the power balance
  have h : ∀ s, HasDerivAt (fun r => ε (k r) - φ (x r)) 0 s := by
    intro s
    have h1 : HasDerivAt (fun r => ε (k r)) (covector (v (k s)) (k' s)) s :=
      (hε (k s)).comp_hasDerivAt s (hk s)
    have h2 : HasDerivAt (fun r => φ (x r)) (covector (-E (x s)) (x' s)) s :=
      (hφ (x s)).comp_hasDerivAt s (hx s)
    refine (h1.fun_sub h2).congr_deriv ?_
    rw [happ, happ, neg_dotProduct, sub_neg_eq_add]
    exact (eom s).power_balance
  exact is_const_of_deriv_eq_zero (fun s => (h s).differentiableAt) (fun s => (h s).deriv) t 0

end

end SemiclassicalBlochDynamics
```

```lean
#print axioms SemiclassicalBlochDynamics.existsUnique_motion_iff
#print axioms SemiclassicalBlochDynamics.anomalous_velocity
#print axioms SemiclassicalBlochDynamics.energy_conserved
```

```
'SemiclassicalBlochDynamics.existsUnique_motion_iff' depends on axioms: [propext, Classical.choice, Quot.sound]
'SemiclassicalBlochDynamics.anomalous_velocity' depends on axioms: [propext, Classical.choice, Quot.sound]
'SemiclassicalBlochDynamics.energy_conserved' depends on axioms: [propext, Classical.choice, Quot.sound]
```
